# Positive semidefinite antisymmetrised integrals for a symmetric nonnegative kernel on a finite grid

## Factorising the pair matrix

The antisymmetrised two-electron integrals $\langle pq\|rs\rangle$ can be arranged as a matrix $A$ with rows $p<q$ and columns $r<s$. A Cholesky factorisation $A=LL^\dagger$ exists exactly when $A$ is positive semidefinite. (This is not the matrix of charge-distribution integrals $(pr|qs)$, with rows $pr$ and columns $qs$, that Cholesky methods commonly compress.) On a finite grid this holds for every set of complex orbitals if the interaction kernel is symmetric and nonnegative between distinct points.

## From exchange symmetry to a sum of squares

Let $f_p(x)$ be the orbitals and $v(x,y)$ the real interaction kernel. The integrals are

$$A(p,q,r,s)=\sum_{x,y}v(x,y)\,\overline{f_p(x)f_q(y)}\,D_{rs}(x,y),$$

with the unnormalised Slater determinant $D_{rs}(x,y)=f_r(x)f_s(y)-f_s(x)f_r(y)$.

Exchange the names $x$ and $y$. Since $v(y,x)=v(x,y)$ and $D_{rs}(y,x)=-D_{rs}(x,y)$,

$$A(p,q,r,s)=-\sum_{x,y}v(x,y)\,\overline{f_q(x)f_p(y)}\,D_{rs}(x,y).$$

Adding the two expressions and halving gives

$$A(p,q,r,s)=\tfrac12\sum_{x,y}v(x,y)\,\overline{D_{pq}(x,y)}\,D_{rs}(x,y).$$

Because $v$ is real, this matrix is Hermitian. For coefficients $c_a$ on the pairs $a=(p,q)$, $p<q$, put $\Psi=\sum_a c_aD_a$. Then

$$\sum_{a,b}\overline{c_a}A_{ab}c_b=\tfrac12\sum_{x,y}v(x,y)|\Psi(x,y)|^2 .$$

Each $D_a(x,x)$ is zero, so $\Psi(x,x)=0$ and the diagonal of $v$ plays no role. The remaining terms are nonnegative if $v(x,y)\ge0$ for $x\ne y$.

## Sharpness, and bounds on the interaction energy

Place one orbital on each grid point and label it by that point. Then $A(p,q,p,q)=v(p,q)$ for $p<q$. A positive semidefinite matrix has nonnegative diagonal entries, so for these orbitals the sign condition is also necessary.

For orthonormal orbitals and $v=1$, the sums factorise:

$$A(p,q,r,s)=\delta_{pr}\delta_{qs}-\delta_{ps}\delta_{qr}.$$

The second term would need $p=s$ and $q=r$, which contradicts $p<q$ and $r<s$. The matrix is therefore the identity, and $\tfrac12\sum_{x,y}|\Psi|^2=\|c\|^2$. If $m\le v(x,y)\le M$ for $x\neq y$, the quadratic form lies between $m\|c\|^2$ and $M\|c\|^2$. In two-electron configuration interaction on a finite grid, this brackets the interaction energy of the normalised state $\Psi/\sqrt2$ with $\|c\|=1$.

## A nonnegative kernel without symmetry

Take two grid points, $v(2,1)=1$ and all other kernel values zero. With real orbitals $f_1=(2,1)$ and $f_2=(1,1)$, the only matrix entry is

$$f_1(2)f_2(1)\,[f_1(2)f_2(1)-f_2(2)f_1(1)]=1-2=-1 .$$

Nonnegativity of the kernel alone is thus not enough. This kernel is only a mathematical test case: an interaction between identical electrons is symmetric.

## The statement in Lean

`X` is the finite grid, `ι` the finite ordered set of orbital labels, and `Pair ι` the set of pairs $p<q$. `antisymInt` is the direct-minus-exchange sum, with `star` as complex conjugation, and `pairMatrix` arranges its values. `slater` is $D$, without the usual $1/\sqrt2$, and `pairWave` is $\Psi$.

`pairMatrix_posSemidef` assumes symmetry (`hv`) and nonnegativity between distinct points (`hpos`), as holds for the Coulomb repulsion between electrons. The orbitals need not be orthonormal; only `pairMatrix_one` and `quadratic_form_bounds` assume that, through `hf`.

A point of `X` may include spin. Two electrons at one position with opposite spins then occupy distinct points, and the kernel needs a nonnegative value there. Positive quadrature weights can be absorbed by multiplying each orbital value by the square root of the weight at that point. The passage from grid sums to integrals over continuous space remains a separate step.

```lean
import Mathlib

open Matrix
open scoped ComplexOrder

namespace AntisymmetrisedIntegrals

noncomputable section

/-- Ordered pairs `p < q` of orbital labels. -/
abbrev Pair (ι : Type*) [LinearOrder ι] := {p : ι × ι // p.1 < p.2}

variable {X ι : Type*} [Fintype X] [Fintype ι] [LinearOrder ι]

/-- The antisymmetrised two-electron integral `A(p,q,r,s)`, direct minus exchange,
for orbitals `f` on a grid and interaction kernel `v`. -/
def antisymInt (v : X → X → ℝ) (f : ι → X → ℂ) (p q r s : ι) : ℂ :=
  ∑ x, ∑ y, (v x y : ℂ) * (star (f p x * f q y) * (f r x * f s y - f s x * f r y))

/-- The matrix of antisymmetrised integrals, with rows `p < q` and columns `r < s`. -/
def pairMatrix (v : X → X → ℝ) (f : ι → X → ℂ) : Matrix (Pair ι) (Pair ι) ℂ :=
  fun a b => antisymInt v f a.1.1 a.1.2 b.1.1 b.1.2

/-- The unnormalised two-electron Slater determinant of an orbital pair. -/
def slater (f : ι → X → ℂ) (a : Pair ι) (x y : X) : ℂ :=
  f a.1.1 x * f a.1.2 y - f a.1.2 x * f a.1.1 y

/-- The pair function obtained by superposing the unnormalised Slater determinants
with coefficients `c`. -/
def pairWave (f : ι → X → ℂ) (c : Pair ι → ℂ) (x y : X) : ℂ :=
  ∑ a, c a * slater f a x y

omit [Fintype X] in
/-- The pair function vanishes when both electrons sit on the same grid point. -/
theorem pairWave_diag (f : ι → X → ℂ) (c : Pair ι → ℂ) (x : X) :
    pairWave f c x x = 0 := by
  unfold pairWave
  refine Finset.sum_eq_zero fun a _ => ?_
  simp only [slater]
  ring

omit [Fintype ι] in
/-- For a symmetric kernel, each antisymmetrised integral is half the kernel-weighted
overlap of two unnormalised Slater determinants. -/
theorem pairMatrix_eq_gram (v : X → X → ℝ) (f : ι → X → ℂ)
    (hv : ∀ x y, v x y = v y x) (a b : Pair ι) :
    pairMatrix v f a b =
      (1 / 2) * ∑ x, ∑ y, (v x y : ℂ) * (star (slater f a x y) * slater f b x y) := by
  have hdir : pairMatrix v f a b = ∑ x, ∑ y, (v x y : ℂ) *
      (star (f a.1.1 x * f a.1.2 y) *
        (f b.1.1 x * f b.1.2 y - f b.1.2 x * f b.1.1 y)) := rfl
  -- the same integral with the two electrons exchanged
  have hswap : pairMatrix v f a b = ∑ x, ∑ y, (v x y : ℂ) *
      (star (f a.1.1 y * f a.1.2 x) *
        (f b.1.1 y * f b.1.2 x - f b.1.2 y * f b.1.1 x)) := by
    refine hdir.trans (Finset.sum_comm.trans ?_)
    refine Finset.sum_congr rfl fun x _ => Finset.sum_congr rfl fun y _ => ?_
    rw [hv x y]
  have h2 : pairMatrix v f a b + pairMatrix v f a b =
      ∑ x, ∑ y, (v x y : ℂ) * (star (slater f a x y) * slater f b x y) := by
    refine (congrArg₂ (· + ·) hdir hswap).trans ?_
    simp only [← Finset.sum_add_distrib]
    refine Finset.sum_congr rfl fun x _ => Finset.sum_congr rfl fun y _ => ?_
    simp only [slater, star_sub, star_mul']
    ring
  linear_combination (1 / 2) * h2

/-- For a symmetric kernel, the quadratic form of the integral matrix is half the sum of
`v(x,y) |Ψ(x,y)|²`, where `Ψ` is the pair function with coefficients `c`. -/
theorem quadratic_form (v : X → X → ℝ) (f : ι → X → ℂ)
    (hv : ∀ x y, v x y = v y x) (c : Pair ι → ℂ) :
    star c ⬝ᵥ (pairMatrix v f *ᵥ c) =
      ((1 / 2 * ∑ x, ∑ y, v x y * ‖pairWave f c x y‖ ^ 2 : ℝ) : ℂ) := by
  have point : ∀ x y, ((‖pairWave f c x y‖ ^ 2 : ℝ) : ℂ) =
      ∑ a, ∑ b, star (c a) * (star (slater f a x y) * slater f b x y) * c b := by
    intro x y
    rw [← Complex.normSq_eq_norm_sq, ← Complex.mul_conj, mul_comm, starRingEnd_apply]
    simp only [pairWave, star_sum, star_mul', Finset.sum_mul_sum]
    refine Finset.sum_congr rfl fun a _ => Finset.sum_congr rfl fun b _ => ?_
    ring
  have half : ((1 / 2 : ℝ) : ℂ) = 1 / 2 := by norm_num
  have swap : ∀ g : Pair ι → Pair ι → X → ℂ,
      ∑ a, ∑ b, ∑ x, g a b x = ∑ x, ∑ a, ∑ b, g a b x := fun g =>
    (Finset.sum_congr rfl fun a _ => Finset.sum_comm).trans Finset.sum_comm
  simp only [dotProduct, Matrix.mulVec, Pi.star_apply, pairMatrix_eq_gram v f hv,
    Complex.ofReal_mul, Complex.ofReal_sum, half, point, Finset.mul_sum, Finset.sum_mul]
  -- bring the grid sums outside the sums over orbital pairs
  rw [swap]
  refine Finset.sum_congr rfl fun x _ => ?_
  rw [swap]
  refine Finset.sum_congr rfl fun y _ => Finset.sum_congr rfl fun a _ =>
    Finset.sum_congr rfl fun b _ => ?_
  ring

/-- For a symmetric kernel that is nonnegative between distinct grid points, the matrix of
antisymmetrised integrals is positive semidefinite. -/
theorem pairMatrix_posSemidef (v : X → X → ℝ) (f : ι → X → ℂ)
    (hv : ∀ x y, v x y = v y x) (hpos : ∀ x y, x ≠ y → 0 ≤ v x y) :
    (pairMatrix v f).PosSemidef := by
  refine Matrix.PosSemidef.of_dotProduct_mulVec_nonneg ?_ fun c => ?_
  · refine Matrix.IsHermitian.ext fun a b => ?_
    have h : star (1 / 2 : ℂ) = 1 / 2 := by simp
    have hr : ∀ r : ℝ, star (r : ℂ) = r := Complex.conj_ofReal
    rw [pairMatrix_eq_gram v f hv, pairMatrix_eq_gram v f hv]
    simp only [star_mul', star_sum, star_star, h, hr]
    congr 1
    refine Finset.sum_congr rfl fun x _ => Finset.sum_congr rfl fun y _ => ?_
    ring
  · rw [quadratic_form v f hv]
    refine Complex.zero_le_real.mpr (mul_nonneg (by norm_num) ?_)
    refine Finset.sum_nonneg fun x _ => Finset.sum_nonneg fun y _ => ?_
    by_cases hxy : x = y
    · subst hxy
      simp [pairWave_diag]
    · exact mul_nonneg (hpos x y hxy) (sq_nonneg _)

/-- The orbital localised on the single grid point `p`. -/
def gridOrbital {G : Type*} [DecidableEq G] (p x : G) : ℂ := if x = p then 1 else 0

/-- For a symmetric kernel and orbitals localised on single grid points, the integral matrix
is positive semidefinite exactly when the kernel is nonnegative between distinct points. -/
theorem posSemidef_gridOrbital_iff {G : Type*} [Fintype G] [LinearOrder G]
    (v : G → G → ℝ) (hv : ∀ x y, v x y = v y x) :
    (pairMatrix v (gridOrbital (G := G))).PosSemidef ↔ ∀ x y, x ≠ y → 0 ≤ v x y := by
  refine ⟨fun hA => ?_, pairMatrix_posSemidef v _ hv⟩
  -- a diagonal entry of the matrix is a single value of the kernel
  have key : ∀ p q : G, p < q → 0 ≤ v p q := by
    intro p q h
    have entry : pairMatrix v gridOrbital ⟨(p, q), h⟩ ⟨(p, q), h⟩ = (v p q : ℂ) := by
      change ∑ x, ∑ y, (v x y : ℂ) * (star (gridOrbital p x * gridOrbital q y) *
        (gridOrbital p x * gridOrbital q y - gridOrbital q x * gridOrbital p y)) = _
      refine (Finset.sum_eq_single p ?_ ?_).trans
        ((Finset.sum_eq_single q ?_ ?_).trans ?_)
      · intro x _ hx
        simp [gridOrbital, hx]
      · simp
      · intro y _ hy
        simp [gridOrbital, hy]
      · simp
      · simp [gridOrbital, h.ne]
    have hd := hA.diag_nonneg (i := ⟨(p, q), h⟩)
    rw [entry] at hd
    exact Complex.zero_le_real.mp hd
  intro x y hxy
  rcases lt_or_gt_of_ne hxy with h | h
  · exact key x y h
  · rw [hv x y]
    exact key y x h

omit [Fintype ι] in
/-- For orthonormal orbitals, the constant kernel `1` gives the identity matrix. -/
theorem pairMatrix_one (f : ι → X → ℂ)
    (hf : ∀ p q, ∑ x, star (f p x) * f q x = if p = q then 1 else 0) :
    pairMatrix (fun _ _ => 1) f = 1 := by
  ext a b
  obtain ⟨⟨p, q⟩, hpq⟩ := a
  obtain ⟨⟨r, s⟩, hrs⟩ := b
  have h : pairMatrix (fun _ _ => 1) f ⟨(p, q), hpq⟩ ⟨(r, s), hrs⟩ =
      (∑ x, star (f p x) * f r x) * (∑ y, star (f q y) * f s y) -
      (∑ x, star (f p x) * f s x) * (∑ y, star (f q y) * f r y) := by
    simp only [Finset.sum_mul_sum, ← Finset.sum_sub_distrib]
    refine Finset.sum_congr rfl fun x _ => Finset.sum_congr rfl fun y _ => ?_
    simp only [Complex.ofReal_one, star_mul']
    ring
  -- the exchange term vanishes because both pairs are ordered
  have hx : (if p = s then (1 : ℂ) else 0) * (if q = r then 1 else 0) = 0 := by
    by_cases h1 : p = s
    · have h2 : q ≠ r := by
        intro h2
        subst h1 h2
        exact lt_asymm hpq hrs
      simp [h2]
    · simp [h1]
  rw [h]
  simp only [hf]
  rw [hx, sub_zero, Matrix.one_apply]
  by_cases h1 : p = r <;> by_cases h2 : q = s <;> simp [h1, h2]

/-- For orthonormal orbitals and a symmetric kernel with values between `m` and `M` at
distinct grid points, the quadratic form lies between `m ‖c‖²` and `M ‖c‖²`. -/
theorem quadratic_form_bounds (v : X → X → ℝ) (f : ι → X → ℂ)
    (hv : ∀ x y, v x y = v y x)
    (hf : ∀ p q, ∑ x, star (f p x) * f q x = if p = q then 1 else 0)
    (m M : ℝ) (hm : ∀ x y, x ≠ y → m ≤ v x y) (hM : ∀ x y, x ≠ y → v x y ≤ M)
    (c : Pair ι → ℂ) :
    m * ∑ a, ‖c a‖ ^ 2 ≤ (star c ⬝ᵥ (pairMatrix v f *ᵥ c)).re ∧
      (star c ⬝ᵥ (pairMatrix v f *ᵥ c)).re ≤ M * ∑ a, ‖c a‖ ^ 2 := by
  -- the constant kernel expresses the norm of `c` through the pair function
  have h := quadratic_form (fun _ _ => 1) f (fun _ _ => rfl) c
  have hc : star c ⬝ᵥ c = ((∑ a, ‖c a‖ ^ 2 : ℝ) : ℂ) := by
    simp only [dotProduct, Pi.star_apply, Complex.ofReal_sum]
    refine Finset.sum_congr rfl fun a _ => ?_
    rw [← Complex.normSq_eq_norm_sq, ← Complex.mul_conj]
    exact mul_comm _ _
  rw [pairMatrix_one f hf, Matrix.one_mulVec, hc] at h
  have h' := Complex.ofReal_injective h
  simp only [one_mul] at h'
  have lower : m * ∑ x, ∑ y, ‖pairWave f c x y‖ ^ 2 ≤
      ∑ x, ∑ y, v x y * ‖pairWave f c x y‖ ^ 2 := by
    simp only [Finset.mul_sum]
    refine Finset.sum_le_sum fun x _ => Finset.sum_le_sum fun y _ => ?_
    by_cases hxy : x = y
    · subst hxy
      simp [pairWave_diag]
    · exact mul_le_mul_of_nonneg_right (hm x y hxy) (sq_nonneg _)
  have upper : ∑ x, ∑ y, v x y * ‖pairWave f c x y‖ ^ 2 ≤
      M * ∑ x, ∑ y, ‖pairWave f c x y‖ ^ 2 := by
    simp only [Finset.mul_sum]
    refine Finset.sum_le_sum fun x _ => Finset.sum_le_sum fun y _ => ?_
    by_cases hxy : x = y
    · subst hxy
      simp [pairWave_diag]
    · exact mul_le_mul_of_nonneg_right (hM x y hxy) (sq_nonneg _)
  rw [quadratic_form v f hv, Complex.ofReal_re, h']
  constructor <;> linarith

end

end AntisymmetrisedIntegrals
```

```lean
#print axioms AntisymmetrisedIntegrals.posSemidef_gridOrbital_iff
#print axioms AntisymmetrisedIntegrals.quadratic_form_bounds
```

```
'AntisymmetrisedIntegrals.posSemidef_gridOrbital_iff' depends on axioms: [propext, Classical.choice, Quot.sound]
'AntisymmetrisedIntegrals.quadratic_form_bounds' depends on axioms: [propext, Classical.choice, Quot.sound]
```

## The electron swap and the sums in the proof

In `pairMatrix_eq_gram`, `hdir` is the definition and `hswap` exchanges the electrons by `Finset.sum_comm` and `hv`. Their sum is `h2`, checked point by point with `ring`.

In `quadratic_form`, `point` expands $|\Psi(x,y)|^2$ as a double sum over pairs, and `swap` moves the grid sums outside so that both sides match term by term.

`pairMatrix_posSemidef` first shows that the matrix is Hermitian, then splits each term of the quadratic form by whether `x = y`: `pairWave_diag` settles the equal case and `hpos` the other.

For localised orbitals, `entry` reduces a diagonal integral to one kernel value. The case $x>y$ follows by symmetry.

In `pairMatrix_one`, `hx` removes the exchange term. `quadratic_form_bounds` then applies `quadratic_form` to the constant kernel to express $\|c\|^2$ through $\Psi$, and `lower` and `upper` compare the sums termwise.
